# Raising the exchange fraction at fixed density never raises the exchange energy or lowers the kinetic energy of a minimising determinant

The minimisation can be stated for Slater determinants from the outset, or for any set of states with two real energies. The second choice is made here first, because comparing minimisers uses nothing about orbitals. Determinants on a finite grid enter from part (f) on.

Let $S$ be a type of states, $D\subseteq S$ the set of admissible ones, and $T,W:S\to\mathbb R$ two energies. In the application $D$ holds the determinants of one density, $T$ is the kinetic energy and $W$ the pair-interaction energy.

```lean
import Mathlib

open Set

namespace GeneralizedKohnSham

noncomputable section

variable {S : Type*} {D : Set S} {T W : S → ℝ}
```

For a real coupling $a$, write $E_a(x)=T(x)+aW(x)$. The predicate `IsMinimizer D T W a x` says that $x\in D$ and that $E_a(x)\le E_a(y)$ for every $y\in D$. It is a relation between $a$ and $x$, so degenerate minimisers are allowed.

```lean
/-- The state `x` belongs to the admissible set `D` and minimises `T + a W` over it. -/
def IsMinimizer (D : Set S) (T W : S → ℝ) (a : ℝ) (x : S) : Prop :=
  x ∈ D ∧ ∀ y ∈ D, T x + a * W x ≤ T y + a * W y
```

## (a) Change of the minimum between two couplings

**Task.** Let $x$ minimise $E_a$ and $y$ minimise $E_b$ over $D$. Show that
$$(b-a)W(y)\;\le\;E_b(y)-E_a(x)\;\le\;(b-a)W(x).$$

**Solution.** Use each minimiser as a trial state at the other coupling:
$$E_a(x)\le E_a(y)=E_b(y)-(b-a)W(y),$$
$$E_b(y)\le E_b(x)=E_a(x)+(b-a)W(x).$$
The first line rearranges to the lower bound and the second to the upper bound. Neither the signs nor the order of $a$ and $b$ matter.

In the code, `h1` and `h2` are the two trial-state inequalities, and `linarith` does the rearranging.

```lean
/-- The change of the minimum energy between couplings `a` and `b` lies between
`(b - a) W` taken at the minimiser for `b` and at the minimiser for `a`. -/
theorem energy_change_bounds {a b : ℝ} {x y : S}
    (hx : IsMinimizer D T W a x) (hy : IsMinimizer D T W b y) :
    (b - a) * W y ≤ (T y + b * W y) - (T x + a * W x) ∧
      (T y + b * W y) - (T x + a * W x) ≤ (b - a) * W x := by
  -- each minimiser is a trial state for the other coupling
  have h1 := hx.2 y hy.1
  have h2 := hy.2 x hx.1
  constructor <;> linarith
```

## (b) Ordering of the interaction energies

**Task.** With $x$ and $y$ as in (a) and $a<b$, show that
$$W(y)\le W(x).$$

**Solution.** The outer members of (a) give $(b-a)W(y)\le(b-a)W(x)$. Divide by $b-a>0$.

The strict inequality `hab : a < b` can't be weakened to $a\le b$: at equal couplings, two degenerate minimisers may have different $W$. The proof chains the two bounds with `h1.trans h2` and cancels the positive factor.

```lean
/-- A minimiser at a larger coupling has no larger interaction energy `W`. -/
theorem interaction_le {a b : ℝ} {x y : S} (hab : a < b)
    (hx : IsMinimizer D T W a x) (hy : IsMinimizer D T W b y) : W y ≤ W x := by
  obtain ⟨h1, h2⟩ := energy_change_bounds hx hy
  exact le_of_mul_le_mul_left (h1.trans h2) (sub_pos.2 hab)
```

## (c) Ordering of the kinetic energies

**Task.** Suppose in addition that $a\ge0$. Show that
$$T(x)\le T(y).$$

**Solution.** Minimality of $x$ at the smaller coupling, followed by (b) multiplied by $a\ge0$, gives
$$T(x)+aW(x)\le T(y)+aW(y)\le T(y)+aW(x).$$
Subtract $aW(x)$. The sign of $a$ is used in the second inequality, which is `h2` in the code; `h1` is the first.

```lean
/-- A minimiser at a larger coupling has no smaller kinetic energy `T`, provided the
smaller coupling is nonnegative. -/
theorem kinetic_le {a b : ℝ} {x y : S} (ha : 0 ≤ a) (hab : a < b)
    (hx : IsMinimizer D T W a x) (hy : IsMinimizer D T W b y) : T x ≤ T y := by
  have h1 := hx.2 y hy.1
  have h2 := mul_le_mul_of_nonneg_left (interaction_le hab hx hy) ha
  linarith
```

## (d) A family of minimisers for all nonnegative couplings

**Task.** Let $\Phi_a$ minimise $E_a$ over $D$ for every $a\ge0$, and put $E(a)=E_a(\Phi_a)$. Show that, for $a,b\ge0$ and weights $p,q\ge0$ with $p+q=1$,
$$pE(a)+qE(b)\le E(pa+qb),$$
that $T(\Phi_a)$ is nondecreasing and $W(\Phi_a)$ nonincreasing on $[0,\infty)$, and that
$$0\le T(\Phi_a)-T(\Phi_0)\le a\,\bigl(W(\Phi_0)-W(\Phi_a)\bigr).$$

**Solution.** For concavity, let $c=pa+qb$ and use $z=\Phi_c$ as a trial state at both ends:
$$E(a)\le T(z)+aW(z),\qquad E(b)\le T(z)+bW(z).$$
Weighting by $p$ and $q$ and adding gives
$$pE(a)+qE(b)\le(p+q)T(z)+(pa+qb)W(z)=T(z)+cW(z)=E(c).$$

The two monotonicity claims are (b) and (c) when $a<b$, and trivial when $a=b$, since the family selects one state per coupling. The lower bound on the kinetic rise is the monotonicity of $T$ between $0$ and $a$. For the upper bound, use $\Phi_0$ as a trial state at coupling $a$:
$$T(\Phi_a)+aW(\Phi_a)\le T(\Phi_0)+aW(\Phi_0),$$
and rearrange.

The Lean statement expresses these claims by `ConcaveOn`, `MonotoneOn` and `AntitoneOn` on `Ici 0`, the half-line $[0,\infty)$. The existence of the minimisers is the hypothesis `h`. No continuity of $\Phi$ in $a$ is required. In the concavity step, `h1` and `h2` are the weighted trial inequalities, and `e` is the identity that uses $p+q=1$.

```lean
/-- If `Φ a` minimises `T + a W` for every `a ≥ 0`, the minimum is concave in `a`, `T (Φ a)`
is nondecreasing, `W (Φ a)` is nonincreasing, and the rise of `T` from its value at `a = 0`
is nonnegative and at most `a` times the drop of `W`. -/
theorem coupling_monotonicity {Φ : ℝ → S}
    (h : ∀ a, 0 ≤ a → IsMinimizer D T W a (Φ a)) :
    ConcaveOn ℝ (Ici 0) (fun a => T (Φ a) + a * W (Φ a)) ∧
    MonotoneOn (fun a => T (Φ a)) (Ici 0) ∧
    AntitoneOn (fun a => W (Φ a)) (Ici 0) ∧
    ∀ a, 0 ≤ a → 0 ≤ T (Φ a) - T (Φ 0) ∧
      T (Φ a) - T (Φ 0) ≤ a * (W (Φ 0) - W (Φ a)) := by
  have hT : MonotoneOn (fun a => T (Φ a)) (Ici 0) := by
    intro a ha b hb hab
    rcases hab.eq_or_lt with rfl | hlt
    · exact le_rfl
    · exact kinetic_le ha hlt (h a ha) (h b hb)
  refine ⟨⟨convex_Ici 0, ?_⟩, hT, ?_, ?_⟩
  · intro a ha b hb p q hp hq hpq
    have ha' : 0 ≤ a := ha
    have hb' : 0 ≤ b := hb
    have hc : 0 ≤ p * a + q * b := by positivity
    simp only [smul_eq_mul]
    -- the minimiser at the intermediate coupling is a trial state at both ends
    have h1 := mul_le_mul_of_nonneg_left ((h a ha').2 _ (h _ hc).1) hp
    have h2 := mul_le_mul_of_nonneg_left ((h b hb').2 _ (h _ hc).1) hq
    have e : p * (T (Φ (p * a + q * b)) + a * W (Φ (p * a + q * b)))
        + q * (T (Φ (p * a + q * b)) + b * W (Φ (p * a + q * b)))
        = T (Φ (p * a + q * b)) + (p * a + q * b) * W (Φ (p * a + q * b)) := by
      linear_combination T (Φ (p * a + q * b)) * hpq
    linarith
  · intro a ha b hb hab
    rcases hab.eq_or_lt with rfl | hlt
    · exact le_rfl
    · exact interaction_le hlt (h a ha) (h b hb)
  · intro a ha
    have h0 : T (Φ 0) ≤ T (Φ a) := hT (mem_Ici.2 le_rfl) (mem_Ici.2 ha) ha
    have h1 := (h a ha).2 _ (h 0 le_rfl).1
    constructor <;> linarith
```

## (e) A quadratic model with a minimiser at every coupling

**Task.** On the real line let $T(x)=x^2$ and $W(x)=(x-1)^2$. Show that for every $a\ge0$ a minimiser of $T+aW$ is
$$m=\frac{a}{1+a}.$$

**Solution.** Since $(1+a)m=a$,
$$E_a(y)=(1+a)y^2-2ay+a=(1+a)(y^2-2my)+a.$$
Subtracting the same expression at $y=m$ leaves
$$E_a(y)-E_a(m)=(1+a)(y-m)^2\ge0.$$

The model therefore satisfies the hypothesis of (d). The code names the relation $(1+a)m=a$ `hc`, the sign of the square `hsq` and the completed square `e`.

```lean
/-- For `T x = x²` and `W x = (x - 1)²` on the real line, `a / (1 + a)` minimises `T + a W`
for every `a ≥ 0`. -/
theorem isMinimizer_witness (a : ℝ) (ha : 0 ≤ a) :
    IsMinimizer univ (fun x : ℝ => x ^ 2) (fun x => (x - 1) ^ 2) a (a / (1 + a)) := by
  refine ⟨mem_univ _, fun y _ => ?_⟩
  show (a / (1 + a)) ^ 2 + a * (a / (1 + a) - 1) ^ 2 ≤ y ^ 2 + a * (y - 1) ^ 2
  have hpos : 0 < 1 + a := by linarith
  have hc : (1 + a) * (a / (1 + a)) = a := mul_div_cancel₀ a hpos.ne' |> fun _ => by
    field_simp
  have hsq : 0 ≤ (1 + a) * (y - a / (1 + a)) ^ 2 := by positivity
  -- complete the square around the minimiser
  have e : y ^ 2 + a * (y - 1) ^ 2 - ((a / (1 + a)) ^ 2 + a * (a / (1 + a) - 1) ^ 2)
      = (1 + a) * (y - a / (1 + a)) ^ 2 := by
    linear_combination (2 * y - 2 * (a / (1 + a))) * hc
  linarith
```

## Determinants and energies on a grid

Let $G$ be a finite set of grid points. A determinant of $N$ spinless fermions is represented by orthonormal orbitals $\varphi_i(r)\in\mathbb C$, with $i=0,\dots,N-1$ and $r\in G$. The Lean definitions of density and energies accept any orbitals, and the set `determinants` below imposes the orthonormality that gives them their physical meaning. Its density is $\rho_\varphi(r)=\sum_i|\varphi_i(r)|^2$.

```lean
variable {G : Type*} [Fintype G] {N : ℕ}

/-- The density at grid point `r` of a determinant with orbitals `φ`. -/
def density (φ : Fin N → G → ℂ) (r : G) : ℝ := ∑ i, ‖φ i r‖ ^ 2
```

Its one-particle density matrix is $\gamma_\varphi(r,s)=\sum_i\varphi_i(r)\,\varphi_i(s)^*$.

```lean
/-- The one-particle density matrix of a determinant with orbitals `φ`. -/
def densityMatrix (φ : Fin N → G → ℂ) (r s : G) : ℂ := ∑ i, φ i r * star (φ i s)
```

For a prescribed density $n$, the set `determinants N n`, written $D_n$ below, contains the orbital sets with $\sum_r\varphi_i(r)^*\varphi_j(r)=\delta_{ij}$ and $\rho_\varphi(r)=n(r)$ at every point. Orbital sets related by a unitary rotation describe the same determinant and are separate elements of $D_n$, with equal energies.

```lean
/-- The sets of `N` orthonormal orbitals on the grid whose determinant has density `n`. -/
def determinants (N : ℕ) (n : G → ℝ) : Set (Fin N → G → ℂ) :=
  {φ | (∀ i j, ∑ r, star (φ i r) * φ j r = if i = j then 1 else 0) ∧
    ∀ r, density φ r = n r}
```

The kinetic energy is the hopping form
$$T(\varphi)=\tfrac12\sum_i\sum_{r,s}k(r,s)\,|\varphi_i(r)-\varphi_i(s)|^2 .$$
The real numbers $k(r,s)$ stand for the finite-difference couplings between points. For nearest neighbours at spacing $h$ in atomic units, $k=1/(2h^2)$, because each bond is counted twice.

```lean
/-- The kinetic energy on the grid, with hopping strength `k r s` between points. -/
def kinetic (k : G → G → ℝ) (φ : Fin N → G → ℂ) : ℝ :=
  (1 / 2) * ∑ i, ∑ r, ∑ s, k r s * ‖φ i r - φ i s‖ ^ 2
```

The interaction energy is the usual determinant expression for a pair interaction $w(r,s)$, taken here as a definition and not derived from the $N$-particle wave function:
$$W(\varphi)=\tfrac12\sum_{r,s}w(r,s)\bigl(\rho_\varphi(r)\rho_\varphi(s)-|\gamma_\varphi(r,s)|^2\bigr).$$

```lean
/-- The energy of a determinant of spinless fermions under the pair interaction `w`. -/
def interaction (w : G → G → ℝ) (φ : Fin N → G → ℂ) : ℝ :=
  (1 / 2) * ∑ r, ∑ s, w r s * (density φ r * density φ s - ‖densityMatrix φ r s‖ ^ 2)
```

The Hartree energy depends on the density alone: $E_H[n]=\tfrac12\sum_{r,s}w(r,s)\,n(r)n(s)$.

```lean
/-- The Hartree energy of the density `n`. -/
def hartree (w : G → G → ℝ) (n : G → ℝ) : ℝ :=
  (1 / 2) * ∑ r, ∑ s, w r s * (n r * n s)
```

The exchange energy is $E_x(\varphi)=-\tfrac12\sum_{r,s}w(r,s)\,|\gamma_\varphi(r,s)|^2$. For a repulsive $w\ge0$ it is nonpositive, so a falling exchange energy grows in magnitude. The theorems assume no sign or symmetry of $k$ or $w$.

```lean
/-- The exact-exchange energy of a determinant with orbitals `φ`. -/
def exchange (w : G → G → ℝ) (φ : Fin N → G → ℂ) : ℝ :=
  -((1 / 2) * ∑ r, ∑ s, w r s * ‖densityMatrix φ r s‖ ^ 2)
```

## (f) Splitting off the Hartree energy

**Task.** Show that every $\varphi\in D_n$ satisfies
$$W(\varphi)=E_H[n]+E_x(\varphi).$$

**Solution.** Replace $\rho_\varphi$ by $n$ in $W$ and split the sum:
$$W(\varphi)=\tfrac12\sum_{r,s}w(r,s)\,n(r)n(s)-\tfrac12\sum_{r,s}w(r,s)\,|\gamma_\varphi(r,s)|^2 .$$
The two terms are $E_H[n]$ and $E_x(\varphi)$. In the proof, `hφ.2` supplies the density constraint for the replacement.

```lean
/-- For a determinant of density `n`, the interaction energy is the Hartree energy of `n`
plus the exchange energy. -/
theorem interaction_eq (w : G → G → ℝ) {n : G → ℝ} {φ : Fin N → G → ℂ}
    (hφ : φ ∈ determinants N n) : interaction w φ = hartree w n + exchange w φ := by
  simp only [interaction, hartree, exchange, hφ.2, mul_sub, Finset.sum_sub_distrib]
  ring
```

## (g) Existence of minimising determinants

**Task.** Suppose that at least one determinant has density $n$. Show that for every real $a$ there is a $\Phi\in D_n$ with
$$T(\Phi)+aW(\Phi)\le T(\varphi)+aW(\varphi)\quad\text{for all }\varphi\in D_n .$$

**Solution.** An orbital set is a list of finitely many complex numbers. Orthonormality and the density constraint are equations between continuous functions of them, so $D_n$ is closed. It is also bounded, because one term of a nonnegative sum is at most the whole sum:
$$|\varphi_i(r)|^2\le\sum_j|\varphi_j(r)|^2=n(r).$$
Each $\varphi_i(r)$ thus lies in the disc of radius $\sqrt{n(r)}$, and $D_n$ is compact. The energy $T+aW$ is a polynomial in the real and imaginary parts of the orbitals, hence continuous, and attains its minimum on the nonempty compact set $D_n$.

These steps are `hclosed`, `hbox`, `hcomp` and `hcont`; `exists_isMinOn` is the extreme value theorem. The hypothesis `hn` says that $n$ is representable by a determinant on this grid, which requires for instance $\sum_r n(r)=N$.

```lean
/-- If some determinant on the grid has density `n`, then at every coupling `a` a determinant of
that density minimises the kinetic energy plus `a` times the interaction energy among all
determinants of density `n`. -/
theorem exists_minimizer (k w : G → G → ℝ) {n : G → ℝ}
    (hn : (determinants N n).Nonempty) (a : ℝ) :
    ∃ φ, IsMinimizer (determinants N n) (kinetic k) (interaction w) a φ := by
  have hclosed : IsClosed (determinants N n) := by
    unfold determinants density
    simp only [Set.ofPred_and, Set.ofPred_forall]
    exact IsClosed.inter
      (isClosed_iInter fun i => isClosed_iInter fun j =>
        isClosed_eq (by fun_prop) continuous_const)
      (isClosed_iInter fun r => isClosed_eq (by fun_prop) continuous_const)
  -- the box of orbital sets with `‖φ i r‖ ≤ √(n r)` at every point is compact
  have hbox : IsCompact (Set.pi univ fun _ : Fin N =>
      Set.pi univ fun r : G => Metric.closedBall (0 : ℂ) (√(n r))) :=
    isCompact_univ_pi fun _ => isCompact_univ_pi fun r => isCompact_closedBall _ _
  have hcomp : IsCompact (determinants N n) := by
    refine hbox.of_isClosed_subset hclosed ?_
    intro φ hφ i _ r _
    rw [mem_closedBall_zero_iff]
    apply Real.le_sqrt_of_sq_le
    rw [← hφ.2 r]
    exact Finset.single_le_sum (f := fun i => ‖φ i r‖ ^ 2)
      (fun _ _ => by positivity) (Finset.mem_univ i)
  have hcont : Continuous fun φ : Fin N → G → ℂ => kinetic k φ + a * interaction w φ := by
    unfold kinetic interaction density densityMatrix
    fun_prop
  obtain ⟨φ, hφ, hmin⟩ := hcomp.exists_isMinOn hn hcont.continuousOn
  exact ⟨φ, hφ, fun y hy => isMinOn_iff.1 hmin y hy⟩
```

## (h) Exchange energy against kinetic energy

**Task.** Let $\Phi_a$ minimise $T+aW$ over $D_n$ for every $a\ge0$. Show that
$$E_x(\Phi_b)\le E_x(\Phi_a)\quad(0\le a\le b),$$
$$T(\Phi_a)-T(\Phi_0)\le a\,\bigl(E_x(\Phi_0)-E_x(\Phi_a)\bigr)\quad(a\ge0).$$

**Solution.** By (d), $W(\Phi_b)\le W(\Phi_a)$. Inserting (f) on both sides gives
$$E_H[n]+E_x(\Phi_b)\le E_H[n]+E_x(\Phi_a),$$
and the common Hartree energy cancels. It cancels in the same way from the difference in the upper bound of (d):
$$W(\Phi_0)-W(\Phi_a)=E_x(\Phi_0)-E_x(\Phi_a).$$

That $T(\Phi_a)$ never falls as $a$ grows is already part of (d). When $D_n$ is nonempty, (g) lets one choose a minimiser at each coupling, which supplies the family assumed in `h`. The code takes the monotonicity `hW` and the bound `hb` from (d), and rewrites both with `e`, which is (f) along the family.

In generalized Kohn-Sham theory for a global hybrid, $a$ is the fraction of exact exchange, and the inequalities compare the reference determinants of different fractions at one fixed density on a finite grid. A self-consistent calculation also lets the density change with $a$, and then the Hartree energy need not cancel.

```lean
/-- Let `Φ a` minimise kinetic plus `a` times interaction energy among determinants of density
`n`, for every `a ≥ 0`. Then the exchange energy is nonincreasing in `a`, and the kinetic
energy rises from `a = 0` by at most `a` times the drop in exchange energy. -/
theorem exchange_monotonicity (k w : G → G → ℝ) {n : G → ℝ} {Φ : ℝ → Fin N → G → ℂ}
    (h : ∀ a, 0 ≤ a → IsMinimizer (determinants N n) (kinetic k) (interaction w) a (Φ a)) :
    AntitoneOn (fun a => exchange w (Φ a)) (Ici 0) ∧
    ∀ a, 0 ≤ a → kinetic k (Φ a) - kinetic k (Φ 0) ≤
      a * (exchange w (Φ 0) - exchange w (Φ a)) := by
  obtain ⟨-, -, hW, hb⟩ := coupling_monotonicity h
  -- the Hartree energy is the same for all competitors and cancels
  have e : ∀ a, 0 ≤ a → interaction w (Φ a) = hartree w n + exchange w (Φ a) :=
    fun a ha => interaction_eq w (h a ha).1
  constructor
  · intro a ha b hb' hab
    have h1 : interaction w (Φ b) ≤ interaction w (Φ a) := hW ha hb' hab
    rw [e a ha, e b hb'] at h1
    exact le_of_add_le_add_left h1
  · intro a ha
    have h1 := (hb a ha).2
    rwa [e a ha, e 0 le_rfl, add_sub_add_left_eq_sub] at h1

end

end GeneralizedKohnSham
```

```lean
#print axioms GeneralizedKohnSham.exists_minimizer
-- 'GeneralizedKohnSham.exists_minimizer' depends on axioms: [propext, Classical.choice, Quot.sound]
#print axioms GeneralizedKohnSham.exchange_monotonicity
-- 'GeneralizedKohnSham.exchange_monotonicity' depends on axioms: [propext, Classical.choice, Quot.sound]
```
